# Opposite mean shifts of the sampled and true energies after optimization, for a quadratic energy with mean-zero linear noise

Optimize variational parameters on a noisy sample, and the mean energy read off that sample falls below the true minimum by exactly as much as the mean true energy of the optimized parameters lies above it. This holds for a quadratic energy with positive definite Hessian, when sampling adds only a linear term of mean zero.

In variational Monte Carlo, a finite set of configurations gives a slightly wrong energy surface, and the optimizer follows its errors. Let p be the displacement of the parameters from their true optimum, with energies measured from the true minimum. Here H is the Hessian of the energy, not the Hamiltonian, p is not a momentum, and x is the noise in the slope, not a position. The step left to the user is the replacement of a real sampled surface by this model: real surfaces are in general only approximately quadratic, and only near the optimum, and sampling can also shift their height and change their curvature.

## The noise and the two energies

In Lean 4 with Mathlib:

```lean
import Mathlib

open Matrix

namespace OptimizationBias

noncomputable section
```

The noise takes finitely many values. An outcome ω in `Ω` has weight w(ω), and mean[f] = Σ_ω w(ω) f(ω).

```lean
/-- A probability law on a finite set of outcomes: nonnegative weights that sum to one. -/
structure FiniteLaw (Ω : Type*) [Fintype Ω] where
  /-- The probability of each outcome. -/
  weight : Ω → ℝ
  nonneg : ∀ ω, 0 ≤ weight ω
  sum_one : ∑ ω, weight ω = 1

variable {Ω n : Type*} [Fintype Ω] [Fintype n]

/-- The expectation value of a real random variable. -/
def FiniteLaw.mean (P : FiniteLaw Ω) (f : Ω → ℝ) : ℝ := ∑ ω, P.weight ω * f ω
```

The type `n` labels the parameters, and the noise vector is x(ω). Its covariance C is centred, so the mean is subtracted:

C_ij = mean[(x_i − mean[x_i]) (x_j − mean[x_j])].

```lean
/-- The covariance matrix of a random vector, with the mean subtracted. -/
def covariance (P : FiniteLaw Ω) (x : Ω → n → ℝ) : Matrix n n ℝ :=
  Matrix.of fun i j => P.mean fun ω =>
    (x ω i - P.mean fun η => x η i) * (x ω j - P.mean fun η => x η j)
```

The true energy is E(p) = ⟨p,Hp⟩/2.

```lean
/-- The true energy `⟨p, H p⟩ / 2` at the variational parameters `p`. -/
def trueEnergy (H : Matrix n n ℝ) (p : n → ℝ) : ℝ := (p ⬝ᵥ (H *ᵥ p)) / 2
```

The sampled energy is S(x,p) = E(p) − ⟨x,p⟩, so x is minus the error in the gradient.

```lean
/-- The sampled energy: the true energy minus the linear noise term `⟨x, p⟩`. -/
def sampledEnergy (H : Matrix n n ℝ) (x p : n → ℝ) : ℝ := trueEnergy H p - x ⬝ᵥ p
```

## (a) Positive energy away from the optimum

Here and in (b) to (e), let H be positive definite, which for a real matrix in Mathlib's `PosDef` includes symmetry. Show that, for p ≠ 0,

E(p) > 0.

**Solution.** Positive definiteness says ⟨p,Hp⟩ > 0; halve it.

```lean
/-- For a positive definite Hessian the true energy is positive at nonzero parameters. -/
theorem trueEnergy_pos {H : Matrix n n ℝ} (hH : H.PosDef) {p : n → ℝ} (hp : p ≠ 0) :
    0 < trueEnergy H p := by
  have h := hH.dotProduct_mulVec_pos hp
  simp only [star_trivial] at h
  unfold trueEnergy
  linarith
```

## (b) No negative energies

Show that, for every p,

E(p) ≥ 0.

**Solution.** If p = 0 the energy is zero; otherwise use (a). The code makes the same case split.

```lean
/-- For a positive definite Hessian the true energy is nowhere negative. -/
theorem trueEnergy_nonneg {H : Matrix n n ℝ} (hH : H.PosDef) (p : n → ℝ) :
    0 ≤ trueEnergy H p := by
  rcases eq_or_ne p 0 with rfl | h
  · simp [trueEnergy]
  · exact (trueEnergy_pos hH h).le
```

## (c) Completing the square

Write u = H⁻¹x. Show that

S(x,p) = E(p − u) − E(u).

**Solution.** Since Hu = x and H is symmetric, ⟨u,Hp⟩ = ⟨Hu,p⟩ = ⟨x,p⟩. Hence

E(p − u) = ⟨p,Hp⟩/2 − ⟨p,Hu⟩/2 − ⟨u,Hp⟩/2 + ⟨u,Hu⟩/2
= E(p) − ⟨x,p⟩ + E(u).

Subtract E(u). In the code, `hu` is Hu = x, `hs` is the symmetry step, and `ring` collects the terms.

```lean
variable [DecidableEq n]

/-- Completing the square: for a positive definite Hessian the sampled energy is a parabola
centred at `H⁻¹ x`, lowered by the true energy at that point. -/
theorem sampledEnergy_eq {H : Matrix n n ℝ} (hH : H.PosDef) (x p : n → ℝ) :
    sampledEnergy H x p = trueEnergy H (p - H⁻¹ *ᵥ x) - trueEnergy H (H⁻¹ *ᵥ x) := by
  have hu : H *ᵥ (H⁻¹ *ᵥ x) = x := by
    rw [Matrix.mulVec_mulVec, Matrix.mul_nonsing_inv _ hH.det_pos.ne'.isUnit,
      Matrix.one_mulVec]
  have hT : Hᵀ = H := by
    rw [← Matrix.conjTranspose_eq_transpose_of_trivial]
    exact hH.isHermitian
  generalize H⁻¹ *ᵥ x = u at hu ⊢
  subst hu
  -- the Hessian can be moved to the other factor because it is symmetric
  have hs : u ⬝ᵥ (H *ᵥ p) = (H *ᵥ u) ⬝ᵥ p := by
    rw [Matrix.dotProduct_mulVec, ← Matrix.mulVec_transpose, hT]
  simp only [sampledEnergy, trueEnergy, Matrix.mulVec_sub, dotProduct_sub, sub_dotProduct, hs]
  rw [dotProduct_comm p (H *ᵥ u)]
  ring
```

## (d) The unique minimizer

Show that p minimizes S(x,·) exactly when

p = H⁻¹x.

**Solution.** By (c), S(x,u) = −E(u), so

S(x,p) − S(x,u) = E(p − u).

The right side is never negative, by (b), so u is a minimizer. It is positive for p ≠ u, by (a), so there is no other. The code proves uniqueness by contradiction, comparing p with u.

```lean
/-- For a positive definite Hessian, `p` minimises the sampled energy exactly when
`p = H⁻¹ x`. -/
theorem minimizer_iff {H : Matrix n n ℝ} (hH : H.PosDef) (x p : n → ℝ) :
    (∀ q, sampledEnergy H x p ≤ sampledEnergy H x q) ↔ p = H⁻¹ *ᵥ x := by
  have e := sampledEnergy_eq hH x (H⁻¹ *ᵥ x)
  have h0 : trueEnergy H (0 : n → ℝ) = 0 := by simp [trueEnergy]
  rw [sub_self, h0] at e
  constructor
  · intro h
    by_contra hne
    have h1 := h (H⁻¹ *ᵥ x)
    have h2 := sampledEnergy_eq hH x p
    have h3 := trueEnergy_pos hH (sub_ne_zero.mpr hne)
    linarith
  · rintro rfl q
    have h2 := sampledEnergy_eq hH x q
    have h3 := trueEnergy_nonneg hH (q - H⁻¹ *ᵥ x)
    linarith
```

## (e) Both energies at the minimizer

Show that

S(x,H⁻¹x) = −⟨x,H⁻¹x⟩/2 and E(H⁻¹x) = +⟨x,H⁻¹x⟩/2.

**Solution.** With Hu = x,

E(u) = ⟨u,Hu⟩/2 = ⟨x,u⟩/2,
S(x,u) = ⟨x,u⟩/2 − ⟨x,u⟩ = −⟨x,u⟩/2.

The code also proves the true energy first, as `h`, and then substitutes it.

```lean
/-- For a positive definite Hessian, the sampled and the true energy at `H⁻¹ x` are
opposite: minus and plus `⟨x, H⁻¹ x⟩ / 2`. -/
theorem energies_at_minimizer {H : Matrix n n ℝ} (hH : H.PosDef) (x : n → ℝ) :
    sampledEnergy H x (H⁻¹ *ᵥ x) = -(x ⬝ᵥ (H⁻¹ *ᵥ x)) / 2 ∧
      trueEnergy H (H⁻¹ *ᵥ x) = (x ⬝ᵥ (H⁻¹ *ᵥ x)) / 2 := by
  have h : trueEnergy H (H⁻¹ *ᵥ x) = (x ⬝ᵥ (H⁻¹ *ᵥ x)) / 2 := by
    unfold trueEnergy
    rw [Matrix.mulVec_mulVec x H, Matrix.mul_nonsing_inv _ hH.det_pos.ne'.isUnit,
      Matrix.one_mulVec, dotProduct_comm]
  refine ⟨?_, h⟩
  unfold sampledEnergy
  rw [h]
  ring
```

## (f) The mean of a quadratic form

Let mean[x_i] = 0 for every i, and let A be any real square matrix. Show that

mean[⟨x,Ax⟩] = tr(AC).

**Solution.** With zero mean, C_ji = mean[x_j x_i], which is `hC` in the code. Then

mean[Σ_ij x_i A_ij x_j] = Σ_ij A_ij C_ji = tr(AC).

`Finset.sum_comm` moves the sum over outcomes inside the sums over i and j.

```lean
omit [DecidableEq n] in
/-- The mean of a quadratic form `⟨x, A x⟩` in noise of mean zero is the trace of `A` times
the covariance. -/
theorem mean_quadratic (P : FiniteLaw Ω) (x : Ω → n → ℝ)
    (hx : ∀ i, P.mean (fun ω => x ω i) = 0) (A : Matrix n n ℝ) :
    P.mean (fun ω => x ω ⬝ᵥ (A *ᵥ x ω)) = (A * covariance P x).trace := by
  have hC : ∀ j i, covariance P x j i = ∑ ω, P.weight ω * (x ω j * x ω i) := by
    intro j i
    simp only [covariance, Matrix.of_apply, hx, sub_zero]
    rfl
  simp only [FiniteLaw.mean, Matrix.trace, Matrix.diag_apply, Matrix.mul_apply, hC,
    dotProduct, Matrix.mulVec, Finset.mul_sum]
  -- move the sum over outcomes inside the sums over parameters
  refine Finset.sum_comm.trans (Finset.sum_congr rfl fun i _ => ?_)
  refine Finset.sum_comm.trans
    (Finset.sum_congr rfl fun j _ => Finset.sum_congr rfl fun ω _ => ?_)
  ring
```

## (g) No bias at fixed parameters

Let p be the same for all outcomes and let the noise have mean zero. Show that, for any real H,

mean[S(x,p)] = E(p).

**Solution.** The weights sum to one, so mean[E(p)] = E(p). The noise term averages to

mean[⟨x,p⟩] = Σ_i mean[x_i] p_i = 0,

which is `h0` in the code.

```lean
omit [DecidableEq n] in
/-- At fixed parameters, and for noise of mean zero, the mean sampled energy is the true
energy. -/
theorem sampledEnergy_unbiased (P : FiniteLaw Ω) (x : Ω → n → ℝ)
    (hx : ∀ i, P.mean (fun ω => x ω i) = 0) (H : Matrix n n ℝ) (p : n → ℝ) :
    P.mean (fun ω => sampledEnergy H (x ω) p) = trueEnergy H p := by
  have h0 : ∑ ω, P.weight ω * (x ω ⬝ᵥ p) = 0 := by
    simp only [dotProduct, Finset.mul_sum]
    rw [Finset.sum_comm]
    refine Finset.sum_eq_zero fun i _ => ?_
    have h := hx i
    simp only [FiniteLaw.mean] at h
    calc ∑ ω, P.weight ω * (x ω i * p i) = (∑ ω, P.weight ω * x ω i) * p i := by
          rw [Finset.sum_mul]
          exact Finset.sum_congr rfl fun ω _ => by ring
      _ = 0 := by rw [h, zero_mul]
  simp only [FiniteLaw.mean, sampledEnergy, mul_sub]
  rw [Finset.sum_sub_distrib, ← Finset.sum_mul, P.sum_one, h0, one_mul, sub_zero]
```

## (h) The bias after optimization

Let H be positive definite, let the noise have mean zero, and let p(ω) minimize S(x(ω),·) for each ω. Show that

mean[S(x(ω),p(ω))] = −tr(H⁻¹C)/2,
mean[E(p(ω))] = +tr(H⁻¹C)/2.

**Solution.** By (d), p(ω) = H⁻¹x(ω). By (e), the two energies are ∓⟨x(ω),H⁻¹x(ω)⟩/2. Average them and apply (f) with A = H⁻¹. The hypothesis `hp` states only that p(ω) is a minimizer; `e` derives the formula for it.

```lean
/-- Optimization bias: for a positive definite Hessian and noise of mean zero and covariance
`C`, the mean sampled minimum is `-tr(H⁻¹ C) / 2`, while the mean true energy at the same
minimisers is `+tr(H⁻¹ C) / 2`. -/
theorem optimization_bias (P : FiniteLaw Ω) (x : Ω → n → ℝ)
    (hx : ∀ i, P.mean (fun ω => x ω i) = 0) {H : Matrix n n ℝ} (hH : H.PosDef)
    (p : Ω → n → ℝ) (hp : ∀ ω q, sampledEnergy H (x ω) (p ω) ≤ sampledEnergy H (x ω) q) :
    P.mean (fun ω => sampledEnergy H (x ω) (p ω)) = -(H⁻¹ * covariance P x).trace / 2 ∧
      P.mean (fun ω => trueEnergy H (p ω)) = (H⁻¹ * covariance P x).trace / 2 := by
  have e : ∀ ω, p ω = H⁻¹ *ᵥ x ω := fun ω => (minimizer_iff hH (x ω) (p ω)).1 (hp ω)
  rw [← mean_quadratic P x hx H⁻¹]
  constructor
  · simp only [e, (energies_at_minimizer hH _).1, FiniteLaw.mean]
    rw [neg_div, Finset.sum_div, ← Finset.sum_neg_distrib]
    exact Finset.sum_congr rfl fun ω _ => by ring
  · simp only [e, (energies_at_minimizer hH _).2, FiniteLaw.mean]
    rw [Finset.sum_div]
    exact Finset.sum_congr rfl fun ω _ => by ring
```

**A numerical instance.** Take H = [[2,1],[1,2]] and x = ±(3,0), each sign with probability 1/2. The minimizers are p = ±(2,−1), with ⟨p,Hp⟩ = ⟨x,p⟩ = 6. The true energy is 3 and the sampled energy is 3 − 6 = −3 for both signs. Correspondingly, C = [[9,0],[0,0]], H⁻¹C = [[6,0],[−3,0]], and half the trace is 3.

**Noise with nonzero mean.** Take one parameter, H = 1, and x = 1 with certainty. Then C = 0, so both formulas would give zero, but the minimizer p = 1 has sampled energy −1/2 and true energy +1/2. Without the mean-zero hypothesis, both formulas can fail.

## (i) Evaluation on a second sample

Under the hypotheses of (h), draw a second outcome η independently from the same law. Show that

mean_ω[mean_η[S(x(η),p(ω))]] = +tr(H⁻¹C)/2.

**Solution.** For fixed ω, the parameters p(ω) do not depend on η, so (g) gives E(p(ω)) for the inner mean. Then average over ω with (h). Independence appears in the code as the nested means. Within this quadratic model, a fresh sample therefore removes the bias of the reported energy, but not the cost of having optimized on noise.

```lean
/-- For a positive definite Hessian and noise of mean zero, parameters optimised on one sample
and evaluated on an independent second one have mean sampled energy `+tr(H⁻¹ C) / 2`. -/
theorem independent_evaluation (P : FiniteLaw Ω) (x : Ω → n → ℝ)
    (hx : ∀ i, P.mean (fun ω => x ω i) = 0) {H : Matrix n n ℝ} (hH : H.PosDef)
    (p : Ω → n → ℝ) (hp : ∀ ω q, sampledEnergy H (x ω) (p ω) ≤ sampledEnergy H (x ω) q) :
    P.mean (fun ω => P.mean fun η => sampledEnergy H (x η) (p ω)) =
      (H⁻¹ * covariance P x).trace / 2 := by
  simp only [sampledEnergy_unbiased P x hx H]
  exact (optimization_bias P x hx hH p hp).2
```

## (j) When the bias is nonzero

Let H be positive definite, let the noise have mean zero, and let some nonzero x(ω) have positive weight. Show that

tr(H⁻¹C) > 0.

**Solution.** By (f), the trace is Σ_ω w(ω) ⟨x(ω),H⁻¹x(ω)⟩. The inverse H⁻¹ is positive definite too, so no term is negative and at least one is positive. The code applies (a) and (b) to H⁻¹, and `Finset.sum_pos'` concludes.

```lean
/-- For a positive definite Hessian and noise of mean zero, `tr(H⁻¹ C)` is strictly positive
as soon as some nonzero noise vector occurs with positive probability. -/
theorem bias_pos (P : FiniteLaw Ω) (x : Ω → n → ℝ)
    (hx : ∀ i, P.mean (fun ω => x ω i) = 0) {H : Matrix n n ℝ} (hH : H.PosDef)
    (hne : ∃ ω, 0 < P.weight ω ∧ x ω ≠ 0) :
    0 < (H⁻¹ * covariance P x).trace := by
  rw [← mean_quadratic P x hx H⁻¹]
  obtain ⟨ω, hw, hxω⟩ := hne
  unfold FiniteLaw.mean
  refine Finset.sum_pos' (fun η _ => mul_nonneg (P.nonneg η) ?_)
    ⟨ω, Finset.mem_univ ω, mul_pos hw ?_⟩
  · have h := trueEnergy_nonneg hH.inv (x η)
    unfold trueEnergy at h
    linarith
  · have h := trueEnergy_pos hH.inv hxω
    unfold trueEnergy at h
    linarith

end

end OptimizationBias
```

```lean
#print axioms OptimizationBias.optimization_bias
#print axioms OptimizationBias.independent_evaluation
#print axioms OptimizationBias.bias_pos
```

```
'OptimizationBias.optimization_bias' depends on axioms: [propext, Classical.choice, Quot.sound]
'OptimizationBias.independent_evaluation' depends on axioms: [propext, Classical.choice, Quot.sound]
'OptimizationBias.bias_pos' depends on axioms: [propext, Classical.choice, Quot.sound]
```
